# Lower bound on the kinetic energy of a particle confined between two hard walls

The theorem `cell_bound` concerns a real, continuously differentiable function `u` on the line that vanishes at both ends of an interval `[a, b]` with `a < b`, and states that the integral of `u'²` over the interval is at least `(π/(b-a))²` times the integral of `u²`. Read as physics, `u` is a real trial wave function for one particle in a one-dimensional box of width `L = b - a`, with no potential inside. It need not be normalised; if it is not identically zero in the box, dividing by `∫ u²` gives a mean kinetic energy of at least `ħ²π²/(2mL²)`. For each non-negative `κ` below `π/L`, the proof subtracts a perfect square from `u'² - κ²u²` to leave the derivative of `-κ tan(κ(x - c)) u²`, where `c` is the midpoint. That function vanishes at both walls, which gives the bound with `κ²`, and letting `κ` rise to `π/L` finishes the argument.

An attempt in Lean 4 with a fault in it:

```lean
import Mathlib

open MeasureTheory Filter
open scoped Real Topology Polynomial

namespace CellBound

noncomputable section

/-- A `C¹` function that vanishes at both ends of an interval `[a,b]`, `a < b`, has
`∫ u'² ≥ (π/(b-a))² ∫ u²` there. -/
theorem cell_bound {u : ℝ → ℝ} (hu : ContDiff ℝ 1 u) {a b : ℝ} (hab : a < b)
    (ha : u a = 0) (hb : u b = 0) :
    (π / (b - a)) ^ 2 * (∫ x in a..b, (u x) ^ 2) ≤ ∫ x in a..b, (deriv u x) ^ 2 := by
  have hd : ∀ x, HasDerivAt u (deriv u x) x :=
    fun x => (hu.differentiable (by norm_num) x).hasDerivAt
  have hc : Continuous (deriv u) := hu.continuous_deriv (by norm_num)
  have hu0 := hu.continuous
  obtain ⟨c, hm⟩ : ∃ c, c = (a + b) / 2 := ⟨_, rfl⟩
  have key : ∀ κ : ℝ, 0 ≤ κ → κ < π / (b - a) →
      κ ^ 2 * (∫ x in a..b, (u x) ^ 2) ≤ ∫ x in a..b, (deriv u x) ^ 2 := by
    intro κ h0 h1
    have h2 : κ * (b - a) < π := (lt_div_iff₀ (sub_pos.2 hab)).1 h1
    -- up to a perfect square, the integrand is a total derivative
    have hF : ∀ x ∈ Set.Icc a b, HasDerivAt (fun y => -κ * (Real.tan (κ * (y - c)) * (u y * u y)))
        ((deriv u x) ^ 2 - κ ^ 2 * (u x) ^ 2
          - (deriv u x + κ * Real.tan (κ * (x - c)) * u x) ^ 2) x := by
      intro x hx
      have hcos : Real.cos (κ * (x - c)) ≠ 0 := by
        rw [hm]
        exact (Real.cos_pos_of_mem_Ioo
          ⟨by nlinarith [mul_nonneg h0 (sub_nonneg.2 hx.1)],
            by nlinarith [mul_nonneg h0 (sub_nonneg.2 hx.2)]⟩).ne'
      have hθ : HasDerivAt (fun y => κ * (y - c)) κ x :=
        (((hasDerivAt_id' x).sub_const c).const_mul κ).congr_deriv (mul_one κ)
      have ht : HasDerivAt (fun y => Real.tan (κ * (y - c)))
          (1 / Real.cos (κ * (x - c)) ^ 2 * κ) x := (Real.hasDerivAt_tan hcos).comp x hθ
      rw [← Real.inv_one_add_tan_sq hcos, one_div, inv_inv] at ht
      exact ((ht.fun_mul ((hd x).fun_mul (hd x))).const_mul (-κ)).congr_deriv (by ring)
    have i1 : IntervalIntegrable (fun x => (deriv u x) ^ 2) volume a b :=
      (hc.pow 2).intervalIntegrable _ _
    have i2 : IntervalIntegrable (fun x => κ ^ 2 * (u x) ^ 2) volume a b :=
      (continuous_const.mul (hu0.pow 2)).intervalIntegrable _ _
    have h := intervalIntegral.sub_le_integral_of_hasDeriv_right_of_le
      (φ := fun x => (deriv u x) ^ 2 - κ ^ 2 * (u x) ^ 2) hab.le
      (fun x hx => (hF x hx).continuousAt.continuousWithinAt)
      (fun x hx => (hF x (Set.Ioo_subset_Icc_self hx)).hasDerivWithinAt)
      (Continuous.integrableOn_Icc (by fun_prop)) (fun x _ => sub_le_self _ (sq_nonneg _))
    simp only [ha, hb, mul_zero, sub_self] at h
    rw [intervalIntegral.integral_sub i1 i2, intervalIntegral.integral_const_mul] at h
    linarith
  -- let `κ` rise to the critical value
  have hlim : Tendsto (fun κ : ℝ => κ ^ 2 * (∫ x in a..b, (u x) ^ 2)) (𝓝[<] (π / (b - a)))
      (𝓝 ((π / (b - a)) ^ 2 * (∫ x in a..b, (u x) ^ 2))) :=
    (((continuous_id.pow 2).mul continuous_const).tendsto _).mono_left nhdsWithin_le_nhds
  refine le_of_tendsto hlim ?_
  filter_upwards [Ioo_mem_nhdsLT (div_pos Real.pi_pos (sub_pos.2 hab))] with κ h
    using key κ h.1.le h.2

end

end CellBound
```

The error:

```
Main.lean:37:52: error: Type mismatch
  HasDerivAt.comp x ?m.717 hθ
has type
  HasDerivAt (?m.714 ∘ fun y => κ * (y - c)) (?m.716 * κ) x
but is expected to have type
  HasDerivAt (fun y => Real.tan (κ * (y - c))) (1 / Real.cos (κ * (x - c)) ^ 2 * κ) x
```

Diagnosis. The error is in `ht`, the chain rule for `tan(κ(y - c))`. `HasDerivAt.comp` yields a derivative for a composition written with `∘`, while `ht` asks for the same function written out as `fun y => Real.tan (κ * (y - c))`. In the message the outer function is still the unknown `?m.714`, and its derivative the unknown `?m.716`: Lean was comparing the result with the stated type before the tangent fact had settled them, and that comparison failed. The mathematics of the step is sound.

The repair first states `h` with no prescribed type. Lean can then read the outer function and its derivative from `Real.hasDerivAt_tan hcos`, and the inner ones from `hθ`. When `exact h` compares the result with the goal, no unknown function remains, and the two forms agree by unfolding `∘`. Writing `HasDerivAt.comp x …` in place of the dot notation is mere tidying, since it applies the same lemma to the same arguments.

This version goes through:

```diff
@@ -35,5 +35,7 @@
         (((hasDerivAt_id' x).sub_const c).const_mul κ).congr_deriv (mul_one κ)
       have ht : HasDerivAt (fun y => Real.tan (κ * (y - c)))
-          (1 / Real.cos (κ * (x - c)) ^ 2 * κ) x := (Real.hasDerivAt_tan hcos).comp x hθ
+          (1 / Real.cos (κ * (x - c)) ^ 2 * κ) x := by
+        have h := HasDerivAt.comp x (Real.hasDerivAt_tan hcos) hθ
+        exact h
       rw [← Real.inv_one_add_tan_sq hcos, one_div, inv_inv] at ht
       exact ((ht.fun_mul ((hd x).fun_mul (hd x))).const_mul (-κ)).congr_deriv (by ring)
```
